# Dealiasing a product of two band-limited signals: \(N > K_1+K_2+K_3\) grid points suffice for \(|k|\le K_3\)

## Signals, grids and coefficients

Take a one-dimensional periodic cell of length 1 and write \(w_n(x)=e^{2\pi i n x}\) for the plane wave of integer frequency \(n\). A family of coefficients \(f_m\), of which only finitely many are non-zero, defines the signal

\[
s_f(x)=\sum_m f_m\,w_m(x).
\]

For a natural number \(K\), it has band \(K\) if \(f_m\neq 0\) implies \(|m|\le K\). For a function \(u\) on the cell there are two Fourier coefficients at frequency \(k\), one from \(N\ge 1\) grid points and one from the integral:

\[
c^{(N)}_k(u)=\frac1N\sum_{j=0}^{N-1}u(j/N)\,w_{-k}(j/N),
\qquad
c_k(u)=\int_0^1 u(x)\,w_{-k}(x)\,dx .
\]

The factor \(1/N\) sits in the analysis step, and the synthesis of \(s_f\) carries no factor.

**Claim.** Let \(f\) and \(g\) have bands \(K_1\) and \(K_2\), and let \(N>K_1+K_2+K_3\). Then for every \(|k|\le K_3\),

\[
c^{(N)}_k(s_f s_g)=\sum_m f_m\,g_{k-m}=c_k(s_f s_g).
\]

If \(1\le N\le K_1+K_2+K_3\), the grid coefficient is wrong for some such \(f\), \(g\) and \(k\).

In a plane-wave calculation the density is built from products of an orbital with a complex conjugate. Conjugation turns \(w_m\) into \(w_{-m}\) and so keeps the band. For a one-dimensional cell and orbitals of finite band, the claim says how fine the grid must be for the wanted coefficients of such a product to carry no aliasing error.

## From plane waves to the bound on \(N\)

Multiplying out the two sums and using \(w_m w_n w_{-k}=w_{m+n-k}\) gives

\[
s_f(x)\,s_g(x)\,w_{-k}(x)=\sum_{m,n} f_m g_n\,w_{m+n-k}(x).
\]

Both coefficients are therefore known once a single plane wave has been averaged over the grid and over the cell.

On the grid, \(w_n(j/N)=q^j\) with \(q=e^{2\pi i n/N}\). If \(N\) divides \(n\), then \(q=1\) and the average is 1. Otherwise \(q\neq1\) while \(q^N=e^{2\pi i n}=1\), so

\[
\frac1N\sum_{j=0}^{N-1}q^j=\frac1N\,\frac{q^N-1}{q-1}=0 .
\]

This yields the aliasing formula

\[
c^{(N)}_k(s_f s_g)=\sum_{\substack{m,n\\ N\,\mid\, m+n-k}} f_m g_n .
\]

Over the cell, \(\int_0^1 w_0\,dx=1\), and for \(n\ne0\)

\[
\int_0^1 w_n(x)\,dx=\frac{e^{2\pi i n}-1}{2\pi i n}=0 .
\]

Only pairs with \(m+n=k\) survive, so \(c_k(s_f s_g)=\sum_m f_m g_{k-m}\).

The two results differ by the pairs for which \(m+n-k\) is a non-zero multiple of \(N\). Under the hypotheses of the claim, every pair that contributes satisfies

\[
|m+n-k|\le K_1+K_2+K_3<N ,
\]

and the only multiple of \(N\) in that range is zero. The grid coefficient is then the convolution sum.

For the converse, let \(1\le N\le K_1+K_2+K_3\). Put \(a=\min(K_1,N)\), \(b=\min(K_2,N-a)\) and \(c=N-a-b\). Then \(0\le c\le K_3\) and \(a+b+c=N\). The product of the single waves \(w_a\) and \(w_b\) is \(w_{a+b}\). At \(k=-c\) the mismatch is \(a+b+c=N\), so the grid coefficient is 1. The integral is 0, because \(N\neq0\).

Two familiar choices follow from the bound. Let both factors have band \(K\), and let \(M\) be the number of points of a starting grid that tells the frequencies \(|k|\le K\) apart, which means \(M>2K\). The rules say by what factor to refine this grid before the product is formed.

- **The 3/2 rule.** If \(N\ge 3M/2\), then \(N>3K\), and all coefficients with \(|k|\le K\) are exact.
- **The twofold-grid rule.** If \(N=2M\), then \(N>4K=K+K+2K\), and all coefficients with \(|k|\le 2K\) are exact. These are all the frequencies that the product can contain.

The condition \(M>2K\) is strict, and this is readily lost when \(M\) is even and one sets \(M=2K\). The 3/2 rule would then give \(N=3K\), which is one point too few. With \(K=1\) and \(N=3\), the product \(w_1w_1=w_2\) takes the same grid values as \(w_{-1}\), and the coefficient at \(k=-1\) comes out as 1 instead of 0.

## The objects in Lean

```lean
import Mathlib

open Complex

namespace DealiasingRule

noncomputable section
```

The plane wave is a function of an integer frequency and a real position.

```lean
/-- The plane wave `exp (2 π i n x)` of integer frequency `n` on a cell of length one. -/
def wave (n : ℤ) (x : ℝ) : ℂ := exp (2 * Real.pi * I * n * x)
```

The type `ℤ →₀ ℂ` consists of functions from the integers to the complex numbers with finite support. It encodes the restriction to finitely many plane waves, and `signal f` is \(s_f\).

```lean
/-- The periodic signal with finitely many Fourier coefficients `f m`. -/
def signal (f : ℤ →₀ ℂ) (x : ℝ) : ℂ := ∑ m ∈ f.support, f m * wave m x
```

The band is a natural number and bounds positive and negative frequencies alike. It is an upper bound, so a signal of band \(K\) also has every larger band.

```lean
/-- All frequencies present in `f` are at most `K` in absolute value. -/
def BandLimited (K : ℕ) (f : ℤ →₀ ℂ) : Prop := ∀ m, f m ≠ 0 → |m| ≤ (K : ℤ)
```

The next two definitions are \(c^{(N)}_k(u)\) and \(c_k(u)\). `Finset.range N` is the set \(0,\dots,N-1\), so the endpoint \(x=1\), which is the same point of the cell as \(x=0\), is not counted twice.

```lean
/-- The Fourier coefficient of `u` computed from its values at the `N` grid points `j / N`,
for `N > 0`. -/
def gridCoeff (N : ℕ) (u : ℝ → ℂ) (k : ℤ) : ℂ :=
  (∑ j ∈ Finset.range N, u ((j : ℝ) / N) * wave (-k) ((j : ℝ) / N)) / N

/-- The Fourier coefficient of a continuous `u`, as an integral over the cell. -/
def exactCoeff (u : ℝ → ℂ) (k : ℤ) : ℂ := ∫ x in (0 : ℝ)..1, u x * wave (-k) x
```

The convolution runs over the support of `f` only, since all other terms vanish.

```lean
/-- The convolution sum `∑ m, f m * g (k - m)`. -/
def convolution (f g : ℤ →₀ ℂ) (k : ℤ) : ℂ := ∑ m ∈ f.support, f m * g (k - m)
```

## Expanding the product and collecting pairs

The first lemma is the expansion into waves of frequency \(m+n-k\). The inner fact `h` is the addition rule for exponents.

```lean
/-- The product of two signals, demodulated by frequency `k`, is a double sum of plane waves
of frequencies `m + n - k`. -/
theorem product_expansion (f g : ℤ →₀ ℂ) (k : ℤ) (x : ℝ) :
    signal f x * signal g x * wave (-k) x =
      ∑ m ∈ f.support, ∑ n ∈ g.support, f m * g n * wave (m + n - k) x := by
  simp only [signal]
  rw [Finset.sum_mul_sum, Finset.sum_mul]
  refine Finset.sum_congr rfl fun m _ => ?_
  rw [Finset.sum_mul]
  refine Finset.sum_congr rfl fun n _ => ?_
  have h : wave (m + n - k) x = wave m x * wave n x * wave (-k) x := by
    simp only [wave, ← Complex.exp_add]
    congr 1
    push_cast
    ring
  rw [h]
  ring
```

The second lemma rewrites the convolution as a double sum with a condition on \(m+n-k\), so that it can be compared term by term with the aliasing formula. For fixed \(m\), `Finset.sum_eq_single` keeps only \(n=k-m\). If that frequency is absent from `g`, its coefficient is zero and the term vanishes on both sides.

```lean
/-- The convolution sum collects the pairs of frequencies with `m + n = k`. -/
theorem convolution_eq_pairs (f g : ℤ →₀ ℂ) (k : ℤ) :
    ∑ m ∈ f.support, ∑ n ∈ g.support, f m * g n * (if m + n - k = 0 then 1 else 0) =
      convolution f g k := by
  refine Finset.sum_congr rfl fun m _ => ?_
  rw [Finset.sum_eq_single (k - m)]
  · rw [if_pos (by ring), mul_one]
  · intro n _ hn
    rw [if_neg (by omega), mul_zero]
  · intro h
    rw [Finsupp.notMem_support_iff.mp h, mul_zero, zero_mul]
```

## The grid average and the aliasing formula

The proof of the grid average follows the geometric sum above. `hpow` identifies the samples as powers of \(q\), and the case split is on whether \(N\) divides \(n\). In the second case `h1` states \(q\ne1\), `h3` states \(q^N=1\), and `geom_sum_eq` sums the series.

```lean
/-- The average of a plane wave over a non-empty grid of `N` points is one if `N` divides its
frequency, and zero otherwise. -/
theorem grid_average_wave {N : ℕ} (hN : 0 < N) (n : ℤ) :
    (∑ j ∈ Finset.range N, wave n ((j : ℝ) / N)) / N =
      if (N : ℤ) ∣ n then (1 : ℂ) else 0 := by
  have hN' : (N : ℂ) ≠ 0 := by exact_mod_cast hN.ne'
  -- the samples form a geometric sequence
  have hpow : ∀ j : ℕ, wave n ((j : ℝ) / N) = exp (2 * Real.pi * I * n / N) ^ j := by
    intro j
    rw [← Complex.exp_nat_mul, wave]
    congr 1
    push_cast
    ring
  simp only [hpow]
  by_cases h : (N : ℤ) ∣ n
  · rw [if_pos h]
    obtain ⟨c, rfl⟩ := h
    have h1 : exp (2 * Real.pi * I * ((N * c : ℤ) : ℂ) / N) = 1 := by
      refine Complex.exp_eq_one_iff.mpr ⟨c, ?_⟩
      rw [div_eq_iff hN']
      push_cast
      ring
    simp only [h1, one_pow, Finset.sum_const, Finset.card_range, nsmul_eq_mul, mul_one]
    exact div_self hN'
  · have h1 : exp (2 * Real.pi * I * n / N) ≠ 1 := by
      intro he
      obtain ⟨c, hc⟩ := Complex.exp_eq_one_iff.mp he
      rw [div_eq_iff hN'] at hc
      have h2 : (n : ℂ) = N * c := by
        apply mul_left_cancel₀ Complex.two_pi_I_ne_zero
        rw [hc]
        ring
      exact h ⟨c, by exact_mod_cast h2⟩
    have h3 : exp (2 * Real.pi * I * n / N) ^ N = 1 := by
      rw [← Complex.exp_nat_mul, mul_div_cancel₀ _ hN']
      exact Complex.exp_eq_one_iff.mpr ⟨n, by ring⟩
    rw [if_neg h, geom_sum_eq h1, h3, sub_self, zero_div, zero_div]
```

To obtain the aliasing formula, the sum over grid points is moved inside the sums over \(m\) and \(n\), where the previous lemma evaluates it. The formula needs no bound on the frequencies, only a non-empty grid.

```lean
/-- Aliasing formula: on a non-empty grid, the coefficient of a product at `k` collects all
pairs of frequencies whose sum agrees with `k` modulo `N`. -/
theorem aliasing_formula {N : ℕ} (hN : 0 < N) (f g : ℤ →₀ ℂ) (k : ℤ) :
    gridCoeff N (fun x => signal f x * signal g x) k =
      ∑ m ∈ f.support, ∑ n ∈ g.support,
        f m * g n * (if (N : ℤ) ∣ m + n - k then 1 else 0) := by
  simp only [gridCoeff, product_expansion]
  rw [Finset.sum_comm, Finset.sum_div]
  refine Finset.sum_congr rfl fun m _ => ?_
  rw [Finset.sum_comm, Finset.sum_div]
  refine Finset.sum_congr rfl fun n _ => ?_
  rw [← grid_average_wave hN, ← Finset.mul_sum, mul_div_assoc]
```

## The Fourier integral is the convolution

Here `orth` is the integral of a single wave over the cell. The sums are finite and the waves continuous, which supplies the integrability needed to exchange sum and integral.

```lean
/-- The Fourier integral of a product of two signals is the convolution sum of their
coefficients. -/
theorem exactCoeff_product (f g : ℤ →₀ ℂ) (k : ℤ) :
    exactCoeff (fun x => signal f x * signal g x) k = convolution f g k := by
  have hw : ∀ n, Continuous (wave n) := by
    intro n
    unfold wave
    fun_prop
  -- a plane wave integrates to zero unless its frequency vanishes
  have orth : ∀ n : ℤ, ∫ x in (0 : ℝ)..1, wave n x = if n = 0 then (1 : ℂ) else 0 := by
    intro n
    by_cases hn : n = 0
    · subst hn
      simp [wave]
    · have hc : 2 * Real.pi * I * (n : ℂ) ≠ 0 :=
        mul_ne_zero Complex.two_pi_I_ne_zero (by exact_mod_cast hn)
      have he : exp (2 * Real.pi * I * n) = 1 :=
        Complex.exp_eq_one_iff.mpr ⟨n, by ring⟩
      simp only [wave]
      rw [integral_exp_mul_complex hc, if_neg hn, Complex.ofReal_one, mul_one, he,
        Complex.ofReal_zero, mul_zero, Complex.exp_zero, sub_self, zero_div]
  simp only [exactCoeff, product_expansion]
  rw [← convolution_eq_pairs, intervalIntegral.integral_finsetSum]
  · refine Finset.sum_congr rfl fun m _ => ?_
    rw [intervalIntegral.integral_finsetSum]
    · refine Finset.sum_congr rfl fun n _ => ?_
      rw [intervalIntegral.integral_const_mul, orth]
    · exact fun n _ => (continuous_const.mul (hw _)).intervalIntegrable _ _
  · exact fun m _ => (continuous_finsetSum _ fun n _ =>
      continuous_const.mul (hw _)).intervalIntegrable _ _
```

## The dealiasing rule and its sharpness

The theorem `dealiasing` takes the strict bound `hN`, the two bands `hf` and `hg`, and a frequency `k` of either sign with \(|k|\le K_3\). It concludes that the grid coefficient equals the convolution sum.

Both sides are first written as double sums over the same pairs. `h1`, `h2` and `h3` unpack the three bounds, and `Int.eq_zero_of_abs_lt_dvd` says that a multiple of \(N\) smaller than \(N\) in absolute value is zero. The two conditions on \(m+n-k\) therefore agree for every pair.

```lean
/-- Dealiasing rule: if `f` and `g` have frequencies bounded by `K₁` and `K₂` and the grid has
`N > K₁ + K₂ + K₃` points, the grid coefficient of the product at any `|k| ≤ K₃` is the
convolution sum. -/
theorem dealiasing {N K₁ K₂ K₃ : ℕ} (hN : K₁ + K₂ + K₃ < N) {f g : ℤ →₀ ℂ}
    (hf : BandLimited K₁ f) (hg : BandLimited K₂ g) {k : ℤ} (hk : |k| ≤ (K₃ : ℤ)) :
    gridCoeff N (fun x => signal f x * signal g x) k = convolution f g k := by
  rw [aliasing_formula (by omega), ← convolution_eq_pairs]
  refine Finset.sum_congr rfl fun m hm => Finset.sum_congr rfl fun n hn => ?_
  have h1 := abs_le.mp (hf m (Finsupp.mem_support_iff.mp hm))
  have h2 := abs_le.mp (hg n (Finsupp.mem_support_iff.mp hn))
  have h3 := abs_le.mp hk
  -- the mismatch m + n - k is too small to be a non-zero multiple of N
  have h : (N : ℤ) ∣ m + n - k ↔ m + n - k = 0 :=
    ⟨fun hd => Int.eq_zero_of_abs_lt_dvd hd (abs_lt.mpr ⟨by omega, by omega⟩),
      fun h0 => h0 ▸ dvd_zero _⟩
  simp only [h]
```

In `dealiasing_iff` the grid size and the three bounds are fixed. The left side demands agreement with the Fourier integral for all admissible `f`, `g` and `k`, and the theorem says that this holds exactly when \(K_1+K_2+K_3<N\). On a smaller grid some product fails, though a particular product may still come out right.

The forward direction assumes the agreement together with a grid that is too small. It constructs \(a\), \(b\) and \(c\) by the same minima as above and takes `Finsupp.single` for the two single waves. The hypothesis applied to them is `key`, which simplifies to \(1=0\). The backward direction combines `dealiasing` with `exactCoeff_product`.

```lean
/-- Sharpness: a non-empty grid of `N` points gives the exact Fourier integral for all products
with bands `K₁`, `K₂` and all `|k| ≤ K₃` precisely when `N > K₁ + K₂ + K₃`. -/
theorem dealiasing_iff {N : ℕ} (hN : 0 < N) (K₁ K₂ K₃ : ℕ) :
    (∀ f g : ℤ →₀ ℂ, BandLimited K₁ f → BandLimited K₂ g → ∀ k : ℤ, |k| ≤ (K₃ : ℤ) →
      gridCoeff N (fun x => signal f x * signal g x) k =
        exactCoeff (fun x => signal f x * signal g x) k) ↔ K₁ + K₂ + K₃ < N := by
  refine ⟨fun H => ?_, fun h f g hf hg k hk => ?_⟩
  · by_contra hlt
    -- two single waves whose product is aliased from a + b to -c
    obtain ⟨a, b, c, ha, hb, hc, habc⟩ :
        ∃ a b c : ℕ, a ≤ K₁ ∧ b ≤ K₂ ∧ c ≤ K₃ ∧ a + b + c = N :=
      ⟨min K₁ N, min K₂ (N - min K₁ N), N - min K₁ N - min K₂ (N - min K₁ N),
        by omega, by omega, by omega, by omega⟩
    have band : ∀ a K : ℕ, a ≤ K → BandLimited K (Finsupp.single (a : ℤ) 1) := by
      intro a K h m hm
      have hma : m = a := by
        by_contra hne
        exact hm (by rw [Finsupp.single_apply, if_neg (Ne.symm hne)])
      rw [hma, Nat.abs_cast]
      exact_mod_cast h
    have hs : ∀ a : ℤ, (Finsupp.single a (1 : ℂ)).support = {a} :=
      fun a => Finsupp.support_single a one_ne_zero
    have key := H _ _ (band a K₁ ha) (band b K₂ hb) (-(c : ℤ))
      (by rw [abs_neg, Nat.abs_cast]; exact_mod_cast hc)
    have hd : (N : ℤ) ∣ (a : ℤ) + b - -(c : ℤ) := ⟨1, by omega⟩
    have hz : ¬ (b : ℤ) = -(c : ℤ) - a := by omega
    rw [aliasing_formula hN, exactCoeff_product] at key
    simp only [convolution, hs, Finset.sum_singleton, Finsupp.single_apply, hd, hz, if_true,
      if_false, mul_one, mul_zero, one_ne_zero] at key
  · rw [exactCoeff_product, dealiasing h hf hg hk]
```

## The 3/2 rule and the twofold grid

Both rules are instances of `dealiasing`, with the inequality between integers left to `omega`. They are stated with the convolution sum, which is the exact coefficient by `exactCoeff_product`. The condition `3 * M ≤ 2 * N` expresses \(N\ge 3M/2\) without fractions, so it also covers odd \(M\), where the grid size has to be rounded up.

```lean
/-- The 3/2 rule: if `M > 2 K` and the grid has at least `3 M / 2` points, the product of two
signals of band `K` has grid coefficients equal to the convolution sum for all `|k| ≤ K`. -/
theorem three_halves_rule {N M K : ℕ} (hM : 2 * K < M) (hN : 3 * M ≤ 2 * N) {f g : ℤ →₀ ℂ}
    (hf : BandLimited K f) (hg : BandLimited K g) {k : ℤ} (hk : |k| ≤ (K : ℤ)) :
    gridCoeff N (fun x => signal f x * signal g x) k = convolution f g k :=
  dealiasing (by omega) hf hg hk
```

In the twofold-grid rule the number of points is exactly `2 * M`, and \(K_3\) is set to \(2K\).

```lean
/-- The twofold-grid rule: if `M > 2 K`, then on a grid of `2 M` points the coefficients of the
product of two signals of band `K` equal the convolution sum for all `|k| ≤ 2 K`. -/
theorem twofold_grid_rule {M K : ℕ} (hM : 2 * K < M) {f g : ℤ →₀ ℂ}
    (hf : BandLimited K f) (hg : BandLimited K g) {k : ℤ} (hk : |k| ≤ 2 * (K : ℤ)) :
    gridCoeff (2 * M) (fun x => signal f x * signal g x) k = convolution f g k :=
  dealiasing (K₃ := 2 * K) (by omega) hf hg (by exact_mod_cast hk)

end

end DealiasingRule
```

```lean
#print axioms DealiasingRule.dealiasing_iff
-- 'DealiasingRule.dealiasing_iff' depends on axioms: [propext, Classical.choice, Quot.sound]
#print axioms DealiasingRule.three_halves_rule
-- 'DealiasingRule.three_halves_rule' depends on axioms: [propext, Classical.choice, Quot.sound]
#print axioms DealiasingRule.twofold_grid_rule
-- 'DealiasingRule.twofold_grid_rule' depends on axioms: [propext, Classical.choice, Quot.sound]
```

The theorems concern products of two signals in one dimension, with complex numbers free of rounding error. A non-polynomial function of the density, such as a typical exchange-correlation potential, is in general not band-limited, and these bounds do not apply to it.
